# For a given number of noninteracting electrons, noncoupled fragments filled from the bottom have the least total energy exactly when no occupied level lies above an empty level of another fragment

Let finitely many noncoupled fragments each have a finite list of fixed levels in ascending order, and fill each list from the bottom with a prescribed number of electrons, one per level and no more than there are levels. The electrons do not interact, so the total energy is the sum of the occupied levels. It is minimal among all choices of the same total number of levels if and only if no occupied level of any fragment lies above an empty level of another; otherwise different fragment charges with the same total give a strictly lower energy.

```lean
import Mathlib

open Finset

namespace FragmentFilling

variable {ι : Type*} [Fintype ι] [DecidableEq ι] {n : ι → ℕ}

/-- The configuration in which each fragment `i`, with `n i` levels, has its levels of index
below `N i` occupied. -/
def filled (n : ι → ℕ) (N : ι → ℕ) : Finset (Σ i, Fin (n i)) :=
  Finset.univ.filter (fun p => p.2.val < N p.1)

/-- The total energy of a configuration of noncoupled fragments: the sum of its occupied levels,
with one electron in each. -/
def energy (ε : ∀ i, Fin (n i) → ℝ) (S : Finset (Σ i, Fin (n i))) : ℝ :=
  ∑ p ∈ S, ε p.1 p.2

/-- No occupied level of any fragment lies above an empty level of another fragment. -/
def NoInversion (ε : ∀ i, Fin (n i) → ℝ) (N : ι → ℕ) : Prop :=
  ∀ i j, i ≠ j → ∀ (k : Fin (n i)) (l : Fin (n j)),
    k.val < N i → N j ≤ l.val → ε i k ≤ ε j l

omit [DecidableEq ι] in
/-- If no fragment is given more electrons than it has levels, the fragment filling holds
`∑ i, N i` electrons. -/
theorem card_filled {N : ι → ℕ} (hN : ∀ i, N i ≤ n i) :
    (filled n N).card = ∑ i, N i := by
  have hs : filled n N = Finset.univ.sigma
      (fun i => Finset.univ.filter (fun k : Fin (n i) => k.val < N i)) := by
    ext p
    simp [filled]
  rw [hs, Finset.card_sigma]
  refine Finset.sum_congr rfl fun i _ => ?_
  -- the occupied levels of one fragment are numbered 0, ..., N i - 1
  refine (Finset.card_bij (t := Finset.range (N i)) (fun k _ => k.val) ?_ ?_ ?_).trans
    (Finset.card_range (N i))
  · intro k hk
    exact Finset.mem_range.mpr (Finset.mem_filter.mp hk).2
  · intro a _ b _ h
    exact Fin.ext h
  · intro b hb
    have hb' := Finset.mem_range.mp hb
    exact ⟨⟨b, lt_of_lt_of_le hb' (hN i)⟩,
      Finset.mem_filter.mpr ⟨Finset.mem_univ _, hb'⟩, rfl⟩

omit [Fintype ι] in
/-- Moving one electron from an occupied level `a` to an empty level `b` changes the total energy
by the difference of the two levels. -/
theorem energy_swap (ε : ∀ i, Fin (n i) → ℝ) {S : Finset (Σ i, Fin (n i))}
    {a b : Σ i, Fin (n i)} (ha : a ∈ S) (hb : b ∉ S) :
    energy ε (insert b (S.erase a)) = energy ε S - ε a.1 a.2 + ε b.1 b.2 := by
  have h : ε a.1 a.2 + ∑ p ∈ S.erase a, ε p.1 p.2 = ∑ p ∈ S, ε p.1 p.2 :=
    Finset.add_sum_erase S (fun p => ε p.1 p.2) ha
  unfold energy
  rw [Finset.sum_insert (fun h => hb (Finset.mem_of_mem_erase h))]
  linarith

/-- A configuration whose occupied levels lie at or below a common Fermi level `μ`, and whose empty
levels lie at or above it, has the least energy for its number of electrons. -/
theorem energy_le_of_fermi_level (ε : ∀ i, Fin (n i) → ℝ) {S T : Finset (Σ i, Fin (n i))}
    (μ : ℝ) (hocc : ∀ p ∈ S, ε p.1 p.2 ≤ μ) (hemp : ∀ p, p ∉ S → μ ≤ ε p.1 p.2)
    (hcard : T.card = S.card) : energy ε S ≤ energy ε T := by
  have key : ∀ U : Finset (Σ i, Fin (n i)), ∑ p ∈ U, (ε p.1 p.2 - μ) =
      ∑ p, if p ∈ U then ε p.1 p.2 - μ else 0 := by
    intro U
    rw [Finset.sum_ite_mem, Finset.univ_inter]
  -- measured from the Fermi level, S collects every negative contribution
  have h : ∑ p ∈ S, (ε p.1 p.2 - μ) ≤ ∑ p ∈ T, (ε p.1 p.2 - μ) := by
    rw [key S, key T]
    refine Finset.sum_le_sum fun p _ => ?_
    split_ifs with hS hT hT
    · exact le_rfl
    · linarith [hocc p hS]
    · linarith [hemp p hS]
    · exact le_rfl
  simp only [Finset.sum_sub_distrib, Finset.sum_const, nsmul_eq_mul, hcard] at h
  unfold energy
  linarith

/-- For fragments with levels in ascending order, the absence of inversions between fragments is
equivalent to the existence of a Fermi level common to all of them. -/
theorem noInversion_iff_fermi_level {ε : ∀ i, Fin (n i) → ℝ} (hε : ∀ i, Monotone (ε i))
    (N : ι → ℕ) :
    NoInversion ε N ↔ ∃ μ : ℝ, (∀ p ∈ filled n N, ε p.1 p.2 ≤ μ) ∧
      ∀ p, p ∉ filled n N → μ ≤ ε p.1 p.2 := by
  constructor
  · intro h
    rcases (filled n N).eq_empty_or_nonempty with he | hne
    · -- without electrons any lower bound of the spectrum serves
      obtain ⟨μ, hμ⟩ :=
        (Set.finite_range (fun p : Σ i, Fin (n i) => ε p.1 p.2)).bddBelow
      exact ⟨μ, fun p hp => by simp [he] at hp, fun p _ => hμ ⟨p, rfl⟩⟩
    · -- otherwise take the highest occupied level of the whole system
      obtain ⟨⟨i, k⟩, hp, hmax⟩ :=
        Finset.exists_max_image (filled n N) (fun p => ε p.1 p.2) hne
      refine ⟨ε i k, hmax, ?_⟩
      rintro ⟨j, l⟩ hq
      have hk : k.val < N i := (Finset.mem_filter.mp hp).2
      have hl : N j ≤ l.val := by
        by_contra hc
        exact hq (Finset.mem_filter.mpr ⟨Finset.mem_univ _, not_le.mp hc⟩)
      by_cases hij : i = j
      · subst hij
        exact hε i (show k.val ≤ l.val by omega)
      · exact h i j hij k l hk hl
  · rintro ⟨μ, hocc, hemp⟩ i j _ k l hk hl
    exact (hocc ⟨i, k⟩ (Finset.mem_filter.mpr ⟨Finset.mem_univ _, hk⟩)).trans
      (hemp ⟨j, l⟩ (fun hq => not_lt_of_ge hl (Finset.mem_filter.mp hq).2))

/-- Lowering the electron number `N i = m + 1` by one and raising `N j` by one, for two different
fragments, moves one electron from level `m` of `i` to level `N j` of `j`. -/
theorem filled_transfer {N : ι → ℕ} {i j : ι} (hij : i ≠ j) {m : ℕ} (hm : N i = m + 1)
    (hi : m < n i) (hj : N j < n j) :
    filled n (Function.update (Function.update N i m) j (N j + 1)) =
      insert ⟨j, ⟨N j, hj⟩⟩ ((filled n N).erase ⟨i, ⟨m, hi⟩⟩) := by
  ext ⟨a, k⟩
  rcases eq_or_ne a j with rfl | haj
  · simp [filled, Fin.ext_iff, hij.symm]
    omega
  · rcases eq_or_ne a i with rfl | hai
    · simp [filled, Fin.ext_iff, haj]
      omega
    · simp [filled, haj, hai]

/-- If an occupied level of one fragment lies above an empty level of another, and each fragment
has ascending levels and enough of them, then other fragment charges with the same total give a
strictly lower energy. -/
theorem exists_better_charges {ε : ∀ i, Fin (n i) → ℝ} (hε : ∀ i, Monotone (ε i))
    {N : ι → ℕ} (hN : ∀ i, N i ≤ n i) (h : ¬ NoInversion ε N) :
    ∃ N' : ι → ℕ, (∀ i, N' i ≤ n i) ∧ ∑ i, N' i = ∑ i, N i ∧
      energy ε (filled n N') < energy ε (filled n N) := by
  simp only [NoInversion, not_forall, not_le] at h
  obtain ⟨i, j, hij, k, l, hk, hl, hlt⟩ := h
  obtain ⟨m, hm⟩ : ∃ m, N i = m + 1 := ⟨N i - 1, by omega⟩
  have hi : m < n i := by
    have := hN i
    omega
  have hj : N j < n j := lt_of_le_of_lt hl l.isLt
  -- the frontier levels are inverted at least as strongly as the given pair
  have h1 : ε i k ≤ ε i ⟨m, hi⟩ := hε i (show k.val ≤ m by omega)
  have h2 : ε j ⟨N j, hj⟩ ≤ ε j l := hε j (show N j ≤ l.val from hl)
  have ha : (⟨i, ⟨m, hi⟩⟩ : Σ i, Fin (n i)) ∈ filled n N := by simp [filled, hm]
  have hb : (⟨j, ⟨N j, hj⟩⟩ : Σ i, Fin (n i)) ∉ filled n N := by simp [filled]
  have hN' : ∀ a, Function.update (Function.update N i m) j (N j + 1) a ≤ n a := by
    intro a
    simp only [Function.update_apply]
    split_ifs with e1 e2
    · rw [e1]
      exact hj
    · rw [e2]
      exact hi.le
    · exact hN a
  have hs : (filled n (Function.update (Function.update N i m) j (N j + 1))).card =
      (filled n N).card := by
    rw [filled_transfer hij hm hi hj,
      Finset.card_insert_of_notMem (fun h => hb (Finset.mem_of_mem_erase h)),
      Finset.card_erase_add_one ha]
  refine ⟨_, hN', (card_filled hN').symm.trans (hs.trans (card_filled hN)), ?_⟩
  rw [filled_transfer hij hm hi hj, energy_swap ε ha hb]
  dsimp only
  linarith

/-- For noncoupled fragments with ascending levels, each filled from the bottom with `N i ≤ n i`
electrons, the total energy is minimal among all choices of the same total number of levels iff
no occupied level of any fragment lies above an empty level of another. -/
theorem filled_minimal_iff {ε : ∀ i, Fin (n i) → ℝ} (hε : ∀ i, Monotone (ε i))
    {N : ι → ℕ} (hN : ∀ i, N i ≤ n i) :
    (∀ T : Finset (Σ i, Fin (n i)), T.card = ∑ i, N i →
      energy ε (filled n N) ≤ energy ε T) ↔ NoInversion ε N := by
  constructor
  · intro hmin
    by_contra h
    obtain ⟨N', hN', hsum, hlt⟩ := exists_better_charges hε hN h
    exact not_lt_of_ge (hmin _ ((card_filled hN').trans hsum)) hlt
  · intro h T hT
    obtain ⟨μ, hocc, hemp⟩ := (noInversion_iff_fermi_level hε N).mp h
    exact energy_le_of_fermi_level ε μ hocc hemp (hT.trans (card_filled hN).symm)

end FragmentFilling
```

```lean
#print axioms FragmentFilling.filled_minimal_iff
-- 'FragmentFilling.filled_minimal_iff' depends on axioms: [propext, Classical.choice, Quot.sound]
```

## Levels, charges and configurations

The fragments are labelled by \(i\) in a finite set, `ι`. Fragment \(i\) has \(n_i\) real levels, numbered from zero:

\[
\varepsilon_{i,0}\le \varepsilon_{i,1}\le\dots\le \varepsilon_{i,n_i-1}.
\]

In Lean the list is `ε i : Fin (n i) → ℝ`, and the ascending order is the hypothesis `hε : ∀ i, Monotone (ε i)`. Equal neighbours are allowed, so degenerate levels need no special treatment. The levels are those of spin orbitals: a spatial orbital that can hold two electrons appears as two equal entries.

A level of the whole system is a pair \(p=(i,k)\) of a fragment and a level number, an element of `Σ i, Fin (n i)`. A configuration is a finite set \(S\) of such pairs. Since a set contains each element at most once, the Pauli principle is built in. The energy of a configuration is

\[
E(S)=\sum_{(i,k)\in S}\varepsilon_{i,k},
\]

which is `energy ε S`. The number \(N_i\) is the electron number of fragment \(i\), and it fixes the fragment's charge. The filling from the bottom, `filled n N`, is the set

\[
F_N=\{(i,k): k<N_i\}.
\]

The hypothesis `hN : ∀ i, N i ≤ n i` says that no fragment is assigned more electrons than it has levels.

The condition `NoInversion ε N` says that \(\varepsilon_{i,k}\le\varepsilon_{j,l}\) whenever \(i\ne j\), \(k<N_i\) and \(l\ge N_j\). An occupied level may equal an empty one elsewhere, but it may not exceed it. With a single fragment the condition holds automatically.

The main theorem, `filled_minimal_iff`, states that `NoInversion ε N` is equivalent to \(E(F_N)\le E(T)\) for every configuration \(T\) with \(\sum_i N_i\) elements. These competitors may distribute the electrons over the fragments in any way and may leave gaps within a fragment. The theorem `exists_better_charges` adds that, when the condition fails, a lower energy is already found among the fillings from the bottom, with new numbers \(N'_i\le n_i\) and the same total.

## Fragments that share electrons but nothing else

"Noncoupled" means that neither the one-electron Hamiltonian nor the overlap matrix of the basis has elements between fragments, so that the levels of the whole system are the fragment levels taken together. The file starts from these levels and does not derive them from a Hamiltonian. The electrons do not interact, and the levels stay where they are when a fragment gains or loses an electron. In a self-consistent calculation they would shift. Occupations are zero or one, so there is no thermal smearing.

In divide-and-conquer electronic structure, a common Fermi level can be used to set the fragment populations. For noncoupled fragments with fixed levels and integer occupations, the result says when populations prescribed in advance reach the same minimum energy, and when they give too high an energy.

## Two fragments with an inversion of 2 eV

Let fragment A have the levels \(-9,-4,1\) and fragment B the levels \(-7,-6,-2\), all in eV. With \(N_A=2\) and \(N_B=1\), the energy is

\[
-9-4-7=-20\ \text{eV}.
\]

The occupied level \(-4\) of A lies above the empty level \(-6\) of B. Moving that electron gives \(N'_A=1\), \(N'_B=2\) and the energy

\[
-9-7-6=-22\ \text{eV}.
\]

Now the highest occupied level is \(-6\) and the lowest empty one is \(-4\). No inversion is left, and \(-22\) eV is the minimum for three electrons. Here one transfer is enough. In general, `exists_better_charges` promises a lower energy after a transfer, not yet the lowest.

## A common Fermi level gives the minimum

Suppose that a number \(\mu\) satisfies \(\varepsilon_p\le\mu\) for every \(p\in S\) and \(\varepsilon_p\ge\mu\) for every \(p\notin S\). Let \(T\) have as many elements as \(S\). Subtracting \(\mu\) from every level then shifts both energies by the same amount, and the levels common to \(S\) and \(T\) cancel in the difference:

\[
E(T)-E(S)=\sum_{p\in T\setminus S}(\varepsilon_p-\mu)+\sum_{p\in S\setminus T}(\mu-\varepsilon_p)\ge 0.
\]

Every term is nonnegative, so \(S\) is minimal.

This is `energy_le_of_fermi_level`. Instead of forming set differences, the proof writes each sum as a sum over all levels, with zero for the levels outside the set; this is the auxiliary statement `key`. It then compares the two sums level by level. The command `split_ifs` produces four cases, according to whether \(p\) belongs to \(S\) and to \(T\). Two of them are equalities, and the other two are the inequalities for occupied and empty levels. At the end `hcard` makes the two multiples of \(\mu\) equal, and `linarith` removes them.

## No inversion means a common Fermi level

Assume that there is no inversion between fragments. If there is at least one electron, let \(\mu=\varepsilon_{i,k}\) be the highest occupied level of the whole system. All occupied levels are then at most \(\mu\). Let \((j,l)\) be empty, so that \(l\ge N_j\). There are two cases:

- If \(j\ne i\), the absence of inversions gives \(\mu=\varepsilon_{i,k}\le\varepsilon_{j,l}\).
- If \(j=i\), then \(k<N_i\le l\), and the ascending order gives \(\varepsilon_{i,k}\le\varepsilon_{i,l}\).

If there are no electrons, any lower bound of the finitely many levels serves as \(\mu\). Conversely, a common \(\mu\) gives \(\varepsilon_{i,k}\le\mu\le\varepsilon_{j,l}\) for every occupied \((i,k)\) and every empty \((j,l)\), which excludes inversions.

The lemma `noInversion_iff_fermi_level` follows these steps. `Finset.exists_max_image` supplies the highest occupied level, and `by_cases hij : i = j` separates the two cases above. Together with the previous inequality, this proves that a filling without inversions is minimal.

## Moving a frontier electron removes energy

Now suppose that there is an inversion: \(i\ne j\), \(k<N_i\), \(l\ge N_j\) and \(\varepsilon_{i,k}>\varepsilon_{j,l}\). Then \(N_i\ge1\), and fragment \(i\) has a highest occupied level, number \(m=N_i-1\). Since \(N_j\le l<n_j\), fragment \(j\) has a lowest empty level, number \(N_j\). The ascending order gives

\[
\varepsilon_{i,m}\ge\varepsilon_{i,k}>\varepsilon_{j,l}\ge\varepsilon_{j,N_j}.
\]

Move one electron from \((i,m)\) to \((j,N_j)\). Both fragments are still filled from the bottom, now with \(N'_i=N_i-1\) and \(N'_j=N_j+1\), while all other numbers are unchanged. The total is the same, each \(N'_a\) is at most \(n_a\), and the energy changes by

\[
E(F_{N'})-E(F_N)=\varepsilon_{j,N_j}-\varepsilon_{i,m}<0.
\]

Three lemmas supply the parts of this argument:

- `filled_transfer` identifies the filling with the new charges as the old one with \((i,m)\) erased and \((j,N_j)\) inserted. It checks membership separately for levels of \(j\), of \(i\) and of any other fragment.
- `energy_swap` computes the energy change for any exchange of an occupied level for an empty one.
- `card_filled` shows that \(F_N\) has \(\sum_i N_i\) elements, by counting each fragment's occupied levels as \(0,\dots,N_i-1\).

In `exists_better_charges`, the inequalities `h1` and `h2` are the two outer ones in the chain above. The new charges are written with two uses of `Function.update`. Their total is obtained by counting: erasing one level and inserting another leaves the size of the configuration unchanged, and `card_filled` turns this into an equality of the two sums.

The main theorem joins the two directions. If \(F_N\) is minimal and an inversion existed, \(F_{N'}\) would be a competitor with the same electron number and a lower energy, which is a contradiction. If there is no inversion, the common Fermi level gives minimality.

## A list in the wrong order

Without the hypothesis on the order of the levels, the equivalence fails for a single fragment. Take \(\varepsilon_0=1\), \(\varepsilon_1=0\) and \(N=1\). The rule \(k<N\) occupies level 0, with energy 1, although level 1 would give energy 0. There is no second fragment, so `NoInversion` holds, yet the filling is not minimal.

What this example violates is the requirement that, within a fragment, no occupied level lies above an empty one. The order among the occupied levels themselves plays no part in it. An ascending list meets the requirement for every electron number, which is why `NoInversion` only has to compare different fragments.
